# A bounded, nonzero eigenfunction of a lattice translation on the line is a Bloch wave with real wave number

Q: An electron moves along a line in a potential of period $a>0$. What do you assume about its wave function $\psi$, and what do you call a Bloch wave?

A: I assume that moving by one period only multiplies $\psi$ by a complex constant $\lambda$:
$$\psi(x+a)=\lambda\,\psi(x)\quad\text{for all }x.$$
In Lean this is `IsTranslationEigen a lam psi`, with `lam` for $\lambda$. The function `psi : ℝ → ℂ` is arbitrary: neither continuity nor normalisation is required.

```lean
import Mathlib

open scoped Real

namespace BlochForm

/-- The wave function `psi` is multiplied by the constant `lam` when it is translated
by one lattice period `a`. -/
def IsTranslationEigen (a : ℝ) (lam : ℂ) (psi : ℝ → ℂ) : Prop :=
  ∀ x, psi (x + a) = lam * psi x
```

A Bloch wave is $\psi(x)=e^{iKx}u(x)$, with $u(x+a)=u(x)$ for all $x$. The wave number, often written $k$ in textbooks, is the capital `K` here. Its type makes it real, so an exponentially growing envelope can't be hidden in it.

```lean
/-- The wave function `psi` is a plane wave of real wave number `K` times a function
with the period `a` of the lattice. -/
def HasBlochForm (a K : ℝ) (psi : ℝ → ℂ) : Prop :=
  ∃ u : ℝ → ℂ, Function.Periodic u a ∧
    ∀ x : ℝ, psi x = Complex.exp (Complex.I * K * x) * u x
```

Q: Where is the Schrödinger equation? I expected Bloch's theorem to start from a periodic Hamiltonian.

A: It doesn't appear. A periodic potential makes the Hamiltonian commute with the translation, but an energy eigenfunction need not be an eigenfunction of the translation. For a free particle, $\cos kx$ is not one unless $ka$ is a multiple of $\pi$. Choosing energy eigenfunctions that satisfy the translation relation is the step from the Hamiltonian to this model, and here its outcome is a hypothesis. What follows from it, for $\psi$ bounded and not identically zero, is that $|\lambda|=1$ and that $\psi$ is a Bloch wave.

Q: Why should boundedness say anything about $\lambda$?

A: Because the factor accumulates. If $\psi(x+na)=\lambda^n\psi(x)$, one more translation gives
$$\psi(x+(n+1)a)=\lambda\,\psi(x+na)=\lambda^{n+1}\psi(x).$$
The case $n=0$ is trivial, so the formula holds for every natural number $n$. The Lean proof is the same induction.

```lean
/-- If translation by `a` multiplies the wave function by `lam`, then translation by `n * a`
multiplies it by `lam ^ n`, for every natural number `n`. -/
theorem translate_nat {a : ℝ} {lam : ℂ} {psi : ℝ → ℂ}
    (h : IsTranslationEigen a lam psi) (n : ℕ) (x : ℝ) :
    psi (x + n * a) = lam ^ n * psi x := by
  induction n with
  | zero => simp
  | succ n ih =>
    have e : x + ((n + 1 : ℕ) : ℝ) * a = (x + n * a) + a := by
      push_cast
      ring
    rw [e, h (x + n * a), ih, pow_succ]
    ring
```

Now let $|\psi(x)|\le C$ everywhere and pick $x_0$ with $\psi(x_0)\ne0$. If $|\lambda|>1$, some $n$ has $|\lambda|^n>C/|\psi(x_0)|$, and then
$$|\psi(x_0+na)|=|\lambda|^n|\psi(x_0)|>C,$$
a contradiction. If $|\lambda|<1$, look to the left. Since $C\ge|\psi(x_0)|>0$, some $n$ has $|\lambda|^n<|\psi(x_0)|/C$, and
$$|\psi(x_0)|=|\lambda|^n|\psi(x_0-na)|\le|\lambda|^nC<|\psi(x_0)|,$$
again a contradiction. This argument never divides by $\lambda$, so it also excludes $\lambda=0$.

In the code, `le_antisymm` splits $|\lambda|=1$ into two inequalities, and each `by_contra` opens one of these cases. The bound is the hypothesis `hb`, and `hne` supplies $x_0$.

```lean
/-- A bounded wave function that is not identically zero can only acquire a factor of
modulus one under translation by a period. -/
theorem norm_multiplier_eq_one {a : ℝ} {lam : ℂ} {psi : ℝ → ℂ}
    (h : IsTranslationEigen a lam psi) (hb : ∃ C : ℝ, ∀ x, ‖psi x‖ ≤ C)
    (hne : ∃ x, psi x ≠ 0) : ‖lam‖ = 1 := by
  obtain ⟨C, hC⟩ := hb
  obtain ⟨x₀, hx₀⟩ := hne
  have hpos : 0 < ‖psi x₀‖ := norm_pos_iff.mpr hx₀
  apply le_antisymm
  · -- a larger modulus breaks the bound at `x₀ + n * a` for some `n`
    by_contra hgt
    obtain ⟨n, hn⟩ := pow_unbounded_of_one_lt (C / ‖psi x₀‖) (not_le.mp hgt)
    rw [div_lt_iff₀ hpos] at hn
    have hfar := hC (x₀ + n * a)
    rw [translate_nat h, norm_mul, norm_pow] at hfar
    linarith
  · -- a smaller modulus and the bound at `x₀ - n * a` make `psi x₀` too small
    by_contra hlt
    have hCpos : 0 < C := hpos.trans_le (hC x₀)
    obtain ⟨n, hn⟩ := exists_pow_lt_of_lt_one (div_pos hpos hCpos) (not_le.mp hlt)
    rw [lt_div_iff₀ hCpos] at hn
    have e := translate_nat h n (x₀ - n * a)
    rw [sub_add_cancel] at e
    have e' := congrArg norm e
    rw [norm_mul, norm_pow] at e'
    have hfar := mul_le_mul_of_nonneg_left (hC (x₀ - n * a))
      (pow_nonneg (norm_nonneg lam) n)
    linarith
```

Q: A multiplier of modulus one is still not a plane wave times a periodic function.

A: The two descriptions are equivalent once $\lambda=e^{iKa}$. If $\psi(x)=e^{iKx}u(x)$ with $u$ periodic, then
$$\psi(x+a)=e^{iKa}e^{iKx}u(x+a)=e^{iKa}\psi(x).$$
Conversely, given $\psi(x+a)=e^{iKa}\psi(x)$, define $u(x)=e^{-iKx}\psi(x)$. Then
$$u(x+a)=e^{-iKx}e^{-iKa}e^{iKa}\psi(x)=u(x),$$
and $e^{iKx}u(x)=\psi(x)$. The Lean proof supplies this same $u$ in its second half; the auxiliary fact `phase` splits the exponential in the first.

For a single electron in a one-dimensional periodic potential, the translation relation lets a band calculation work in one cell: $\psi$ and its derivative at the right end are $e^{iKa}$ times their values at the left end.

```lean
/-- A wave function has Bloch form with wave number `K` exactly when translation by the
period `a` multiplies it by the phase `exp (i K a)`. -/
theorem hasBlochForm_iff {a K : ℝ} {psi : ℝ → ℂ} :
    HasBlochForm a K psi ↔
      IsTranslationEigen a (Complex.exp (Complex.I * K * a)) psi := by
  have phase (x : ℝ) : Complex.exp (Complex.I * K * ((x + a : ℝ) : ℂ)) =
      Complex.exp (Complex.I * K * a) * Complex.exp (Complex.I * K * x) := by
    rw [← Complex.exp_add]
    congr 1
    push_cast
    ring
  constructor
  · rintro ⟨u, hu, h⟩ x
    rw [h (x + a), h x, hu x, phase, mul_assoc]
  · intro h
    -- the periodic factor is the wave with its plane-wave phase removed
    refine ⟨fun x => Complex.exp (-(Complex.I * K * x)) * psi x, ?_, ?_⟩
    · intro x
      change Complex.exp (-(Complex.I * K * ((x + a : ℝ) : ℂ))) * psi (x + a) =
        Complex.exp (-(Complex.I * K * x)) * psi x
      have e : Complex.exp (-(Complex.I * K * ((x + a : ℝ) : ℂ))) *
          Complex.exp (Complex.I * K * a) = Complex.exp (-(Complex.I * K * x)) := by
        rw [← Complex.exp_add]
        congr 1
        push_cast
        ring
      rw [h x, ← mul_assoc, e]
    · intro x
      change psi x = Complex.exp (Complex.I * K * x) *
        (Complex.exp (-(Complex.I * K * x)) * psi x)
      rw [← mul_assoc, ← Complex.exp_add, add_neg_cancel, Complex.exp_zero, one_mul]
```

Q: And which $K$ do you get?

A: Write $\lambda=|\lambda|e^{i\arg\lambda}=e^{i\arg\lambda}$ and set $K=\arg(\lambda)/a$. Then $e^{iKa}=\lambda$, and the equivalence gives the Bloch form. Lean's argument lies in $(-\pi,\pi]$, so dividing by $a>0$ gives
$$-\frac{\pi}{a}<K\le\frac{\pi}{a}.$$
This is the first Brillouin zone, with the right edge included and the left edge excluded.

The theorem `bloch_form` takes $a>0$, the translation relation, a bound and a point where $\psi$ is nonzero. It returns $|\lambda|=1$ together with a real $K$ in that interval and a periodic $u$. In its proof, `hK` checks that $iKa=i\arg\lambda$, and `hl` is the polar form of $\lambda$.

```lean
/-- Bloch form: if a bounded wave function, not identically zero, is multiplied by `lam`
under translation by `a > 0`, then `lam` has modulus one and the wave function is
`exp (i K x)` times an `a`-periodic function, with `K` real and `-π/a < K ≤ π/a`. -/
theorem bloch_form {a : ℝ} (ha : 0 < a) {lam : ℂ} {psi : ℝ → ℂ}
    (h : IsTranslationEigen a lam psi) (hb : ∃ C : ℝ, ∀ x, ‖psi x‖ ≤ C)
    (hne : ∃ x, psi x ≠ 0) :
    ‖lam‖ = 1 ∧ ∃ (K : ℝ) (u : ℝ → ℂ), -(π / a) < K ∧ K ≤ π / a ∧
      Function.Periodic u a ∧
      ∀ x : ℝ, psi x = Complex.exp (Complex.I * K * x) * u x := by
  have hnorm := norm_multiplier_eq_one h hb hne
  have ha' : (a : ℂ) ≠ 0 := Complex.ofReal_ne_zero.mpr ha.ne'
  -- the wave number is the phase of the multiplier per unit length
  have hK : Complex.I * ((lam.arg / a : ℝ) : ℂ) * a = lam.arg * Complex.I := by
    have hd : (lam.arg : ℂ) / a * a = lam.arg := div_mul_cancel₀ _ ha'
    push_cast
    linear_combination Complex.I * hd
  have hl := Complex.norm_mul_exp_arg_mul_I lam
  rw [hnorm, Complex.ofReal_one, one_mul, ← hK] at hl
  have hform : HasBlochForm a (lam.arg / a) psi := by
    rw [hasBlochForm_iff, hl]
    exact h
  obtain ⟨u, hu, hpsi⟩ := hform
  refine ⟨hnorm, lam.arg / a, u, ?_, ?_, hu, hpsi⟩
  · rw [← neg_div]
    exact div_lt_div_of_pos_right (Complex.neg_pi_lt_arg lam) ha
  · exact div_le_div_of_nonneg_right (Complex.arg_le_pi lam) ha.le
```

Q: Does the density of a Bloch wave look the same in every cell?

A: Yes. Since $Ka$ is real, $|e^{iKa}|=1$, and therefore
$$|\psi(x+a)|^2=|e^{iKa}|^2|\psi(x)|^2=|\psi(x)|^2.$$
The first lemma below gives the modulus of the phase, and the second gives the periodicity. The density is unnormalised: a continuous Bloch wave that is not identically zero is not square-integrable on the whole line, so it has no finite norm to divide by.

```lean
/-- The phase acquired over one period has modulus one. -/
theorem norm_phase (K a : ℝ) : ‖Complex.exp (Complex.I * K * a)‖ = 1 := by
  have e : Complex.I * K * a = ((K * a : ℝ) : ℂ) * Complex.I := by
    push_cast
    ring
  rw [e, Complex.norm_exp_ofReal_mul_I]

/-- The unnormalised density `‖psi x‖ ^ 2` of a wave function in Bloch form has the period of the
lattice. -/
theorem density_periodic {a K : ℝ} {psi : ℝ → ℂ} (h : HasBlochForm a K psi) :
    Function.Periodic (fun x => ‖psi x‖ ^ 2) a := by
  intro x
  change ‖psi (x + a)‖ ^ 2 = ‖psi x‖ ^ 2
  rw [hasBlochForm_iff.mp h x, norm_mul, norm_phase, one_mul]
```

Q: Is $K$ a property of the state, or of your choice of argument?

A: It is fixed up to a reciprocal lattice vector. Suppose a nonzero $\psi$ has Bloch form with both $K$ and $K'$. At a point where $\psi(x_0)\ne0$, cancelling $\psi(x_0)$ from the two translation relations leaves $e^{iK'a}=e^{iKa}$. Hence $K'a=Ka+2\pi n$ for an integer $n$, or
$$K'=K+n\,\frac{2\pi}{a}.$$
Conversely, such a shift leaves $e^{iKa}$ unchanged, so $K'$ is admissible too. Lean takes the integer from `Complex.exp_eq_exp_iff_exists_int` and uses the same lemma for the way back.

```lean
/-- For `a > 0` and a wave function that is not identically zero and has Bloch form with wave number
`K`, the admissible wave numbers are exactly those that differ from `K` by an integer multiple of
`2π/a`. -/
theorem wave_number_unique_mod {a K K' : ℝ} (ha : 0 < a) {psi : ℝ → ℂ}
    (hne : ∃ x, psi x ≠ 0) (h : HasBlochForm a K psi) :
    HasBlochForm a K' psi ↔ ∃ n : ℤ, K' = K + n * (2 * π / a) := by
  rw [hasBlochForm_iff] at h ⊢
  constructor
  · intro h'
    obtain ⟨x₀, hx₀⟩ := hne
    -- both wave numbers give the same multiplier
    have e := mul_right_cancel₀ hx₀ ((h' x₀).symm.trans (h x₀))
    obtain ⟨n, hn⟩ := Complex.exp_eq_exp_iff_exists_int.mp e
    have hr : K' * a = K * a + n * (2 * π) := by
      apply Complex.ofReal_injective
      apply mul_left_cancel₀ Complex.I_ne_zero
      push_cast
      linear_combination hn
    have hd : 2 * π / a * a = 2 * π := div_mul_cancel₀ _ ha.ne'
    refine ⟨n, mul_right_cancel₀ ha.ne' ?_⟩
    linear_combination hr - n * hd
  · rintro ⟨n, rfl⟩
    have ha' : (a : ℂ) ≠ 0 := Complex.ofReal_ne_zero.mpr ha.ne'
    have hd : 2 * (π : ℂ) / a * a = 2 * π := div_mul_cancel₀ _ ha'
    have e : Complex.exp (Complex.I * ((K + n * (2 * π / a) : ℝ) : ℂ) * a) =
        Complex.exp (Complex.I * K * a) := by
      refine Complex.exp_eq_exp_iff_exists_int.mpr ⟨n, ?_⟩
      push_cast
      linear_combination Complex.I * n * hd
    rw [e]
    exact h
```

Q: What does the bound on $\psi$ stand for physically, and would a weaker one do?

A: It stands for a crystal without ends, where a wave that grows exponentially in either direction is not an acceptable state. A polynomial bound on the whole line would also do, because exponential growth in $n$ outruns every power of $n$. A bound on one half-line is not enough. For real $\kappa\ne0$, the function $e^{\kappa x}$ is bounded on one side and satisfies
$$e^{\kappa(x+a)}=e^{\kappa a}e^{\kappa x},\qquad e^{\kappa a}\ne1.$$
If it had Bloch form with real $K$, comparing the two translation relations at $x=0$ would give $e^{\kappa a}=e^{iKa}$, which has modulus one. That is impossible, and the last theorem records it.

```lean
/-- For `a > 0` and real `κ ≠ 0` the real exponential `exp (κ x)` is multiplied by a
constant of modulus different from one under translation by `a`, and it has no Bloch form
with a real wave number. -/
theorem real_exponential_not_bloch {a κ : ℝ} (ha : 0 < a) (hκ : κ ≠ 0) :
    IsTranslationEigen a (Real.exp (κ * a) : ℂ) (fun x => (Real.exp (κ * x) : ℂ)) ∧
      ‖(Real.exp (κ * a) : ℂ)‖ ≠ 1 ∧
      ∀ K : ℝ, ¬ HasBlochForm a K (fun x => (Real.exp (κ * x) : ℂ)) := by
  have heig : IsTranslationEigen a (Real.exp (κ * a) : ℂ)
      (fun x => (Real.exp (κ * x) : ℂ)) := by
    intro x
    change ((Real.exp (κ * (x + a)) : ℝ) : ℂ) =
      ((Real.exp (κ * a) : ℝ) : ℂ) * ((Real.exp (κ * x) : ℝ) : ℂ)
    rw [← Complex.ofReal_mul, ← Real.exp_add, mul_add, add_comm]
  have hn : ‖(Real.exp (κ * a) : ℂ)‖ ≠ 1 := by
    rw [Complex.norm_real, Real.norm_eq_abs, Real.abs_exp]
    intro h1
    exact mul_ne_zero hκ ha.ne' (Real.exp_eq_one_iff _ |>.mp h1)
  refine ⟨heig, hn, fun K hK => hn ?_⟩
  -- a Bloch form would force the multiplier onto the unit circle
  have h0 : ((Real.exp (κ * 0) : ℝ) : ℂ) ≠ 0 :=
    Complex.ofReal_ne_zero.mpr (Real.exp_pos _).ne'
  have e := mul_right_cancel₀ h0 ((heig 0).symm.trans (hasBlochForm_iff.mp hK 0))
  rw [e, norm_phase]

end BlochForm
```

```lean
#print axioms BlochForm.bloch_form
#print axioms BlochForm.density_periodic
#print axioms BlochForm.wave_number_unique_mod
#print axioms BlochForm.real_exponential_not_bloch
```

```
'BlochForm.bloch_form' depends on axioms: [propext, Classical.choice, Quot.sound]
'BlochForm.density_periodic' depends on axioms: [propext, Classical.choice, Quot.sound]
'BlochForm.wave_number_unique_mod' depends on axioms: [propext, Classical.choice, Quot.sound]
'BlochForm.real_exponential_not_bloch' depends on axioms: [propext, Classical.choice, Quot.sound]
```
